# The shift of least-squares force constants caused by omitted force terms

Let sample \(s\) have displacements \(u_s\), further features \(w_s\) and forces \(f_s=-(Au_s+Bw_s)\), and suppose that \(U=\sum_s u_su_s^T\) is invertible. Fitting the shorter model \(-Xu_s\) by least squares then gives exactly one answer,

\[
X=A+BWU^{-1},\qquad W=\sum_s w_su_s^T .
\]

With at least one force component, the fit returns \(A\) for every omitted \(B\) if and only if \(W=0\).

## Truncated force models

Harmonic force constants are often fitted to forces computed for displaced configurations. The model keeps some displacements, with force constants \(A\). The features \(w_s\) stand for what it leaves out, such as displacements of distant atoms or products of displacements. For noise-free forces linear in finitely many features, the formula gives the error that this truncation causes in the fitted constants.

Invertibility of \(U\) means that the sampled displacements span the space of retained coordinates, so that every force constant is probed.

## What the theorems say

The finite types `S`, `d`, `n` and `m` label samples, force components, retained displacements and omitted features. `crossMoment w u` is \(W\), `crossMoment u u` is \(U\), and `hU` states that \(\det U\) is invertible. `IsLeastSquaresFit` says that \(X\) is a global minimiser of `misfit`, the squared force error summed over samples and components.

`isLeastSquaresFit_iff` is the formula above. `unbiased_iff` is the criterion \(W=0\), for a fixed \(A\) and all \(B\). It assumes `Nonempty d` because without force components all candidate matrices coincide, whatever \(W\) is.

No means are subtracted in \(W\). The criterion \(W=0\) therefore concerns the raw cross moment; it agrees with zero covariance when \(u\) or \(w\) has zero sample mean.

Two applications follow. `fit_of_inversion_pairs` treats samples matched by a permutation `σ` that reverses \(u\) and preserves \(w\); the fit is then \(A\). This applies to omitted quadratic products of the retained displacements. `harmonic_fit_of_cubic_force` treats one coordinate with force \(-(ku+bu^3)\) and some nonzero displacement, where the fitted constant is \(k+b\sum_s u_s^4/\sum_s u_s^2\).

The model has no noise, sample weights or regularisation, and no symmetry or sum rule is imposed on \(X\).

## Derivation from the normal equation

Put \(X_*=A+BWU^{-1}\). Its residuals are

\[
r_s=f_s+X_*u_s=BWU^{-1}u_s-Bw_s,
\]

and their cross moment with the displacements vanishes:

\[
\sum_s r_su_s^T=BWU^{-1}U-BW=0 .
\]

For any other matrix \(Y\), let \(D=Y-X_*\). Its misfit is

\[
\sum_s|r_s+Du_s|^2=\sum_s|r_s|^2+2\sum_s r_s\cdot Du_s+\sum_s|Du_s|^2 .
\]

The middle sum is \(\sum_{ij}D_{ij}\sum_s (r_s)_i(u_s)_j=0\), so \(X_*\) is a minimiser. If \(Y\) does equally well, then \(Du_s=0\) for all \(s\). Hence \(DU=\sum_s Du_su_s^T=0\), and \(D=0\).

If \(W=0\), then \(X_*=A\) for every \(B\). Conversely, \(X_*=A\) gives \(BWU^{-1}=0\) and so \(BW=0\). Let every row of \(B\) select feature \(k\): each row of \(BW\) is then row \(k\) of \(W\), which must vanish. This holds for all \(k\).

For inversion pairs, relabelling the samples by \(\sigma\) gives \(W=-W\), so \(W=0\).

For the cubic force, write \(P=\sum_s u_s^2\), \(Q=\sum_s u_s^4\) and \(R=\sum_s u_s^6\). The misfit of a trial constant \(y\) is

\[
(y-k)^2P-2(y-k)bQ+b^2R
=P\left(y-k-\frac{bQ}{P}\right)^2+b^2R-\frac{b^2Q^2}{P}.
\]

Since \(P>0\), its only minimum is at \(y=k+bQ/P\).

## The complete Lean file

```lean
import Mathlib

open Matrix

namespace ForceConstantFit

variable {S n m d : Type*} [Fintype S] [Fintype n] [Fintype m] [Fintype d]

/-- The cross moment `∑ₛ wₛ uₛᵀ` of two sampled quantities, without subtraction of means. -/
def crossMoment (w : S → m → ℝ) (u : S → n → ℝ) : Matrix m n ℝ :=
  Matrix.of fun i j => ∑ s, w s i * u s j

/-- The force `-(A uₛ + B wₛ)` in sample `s`, with retained force constants `A` and
omitted ones `B`. -/
def force (A : Matrix d n ℝ) (B : Matrix d m ℝ) (u : S → n → ℝ) (w : S → m → ℝ)
    (s : S) : d → ℝ :=
  -(A *ᵥ u s + B *ᵥ w s)

/-- The summed squared difference between the forces `fₛ` and the model forces `-X uₛ`. -/
def misfit (f : S → d → ℝ) (u : S → n → ℝ) (X : Matrix d n ℝ) : ℝ :=
  ∑ s, ∑ i, (f s i + (X *ᵥ u s) i) ^ 2

/-- `X` is a least-squares fit if no other matrix of force constants has a smaller misfit. -/
def IsLeastSquaresFit (f : S → d → ℝ) (u : S → n → ℝ) (X : Matrix d n ℝ) : Prop :=
  ∀ Y, misfit f u X ≤ misfit f u Y

omit [Fintype n] [Fintype d] in
/-- A constant matrix applied to every sample can be taken out of the cross moment. -/
theorem crossMoment_mulVec (A : Matrix d m ℝ) (w : S → m → ℝ) (u : S → n → ℝ) :
    crossMoment (fun s => A *ᵥ w s) u = A * crossMoment w u := by
  ext i j
  simp only [crossMoment, Matrix.of_apply, Matrix.mul_apply, Matrix.mulVec, dotProduct,
    Finset.sum_mul, Finset.mul_sum]
  rw [Finset.sum_comm]
  simp only [mul_assoc]

/-- If the force residuals of `X` have zero cross moment with the displacements, the misfit of
any `Y` is that of `X` plus the summed squares of `(Y - X) uₛ`. -/
theorem misfit_eq_add {f : S → d → ℝ} {u : S → n → ℝ} {X : Matrix d n ℝ}
    (h : crossMoment (fun s => f s + X *ᵥ u s) u = 0) (Y : Matrix d n ℝ) :
    misfit f u Y = misfit f u X + ∑ s, ∑ i, (((Y - X) *ᵥ u s) i) ^ 2 := by
  -- the term linear in `Y - X` vanishes by the normal equation
  have cross : ∑ s, ∑ i, (f s i + (X *ᵥ u s) i) * ((Y - X) *ᵥ u s) i = 0 := by
    rw [Finset.sum_comm]
    refine Finset.sum_eq_zero fun i _ => ?_
    have hi : ∀ j, ∑ s, (f s i + (X *ᵥ u s) i) * u s j = 0 :=
      fun j => congrFun (congrFun h i) j
    calc ∑ s, (f s i + (X *ᵥ u s) i) * ((Y - X) *ᵥ u s) i
        = ∑ j, (Y - X) i j * ∑ s, (f s i + (X *ᵥ u s) i) * u s j := by
          simp only [Finset.mul_sum]
          rw [Finset.sum_comm]
          refine Finset.sum_congr rfl fun s _ => ?_
          have e : ((Y - X) *ᵥ u s) i = ∑ j, (Y - X) i j * u s j := rfl
          rw [e, Finset.mul_sum]
          exact Finset.sum_congr rfl fun j _ => by ring
      _ = 0 := by simp only [hi, mul_zero, Finset.sum_const_zero]
  have expand : misfit f u Y = misfit f u X
      + 2 * ∑ s, ∑ i, (f s i + (X *ᵥ u s) i) * ((Y - X) *ᵥ u s) i
      + ∑ s, ∑ i, (((Y - X) *ᵥ u s) i) ^ 2 := by
    simp only [misfit, Finset.mul_sum, ← Finset.sum_add_distrib]
    refine Finset.sum_congr rfl fun s _ => Finset.sum_congr rfl fun i _ => ?_
    rw [Matrix.sub_mulVec, Pi.sub_apply]
    ring
  rw [expand, cross]
  ring

/-- If `∑ₛ uₛ uₛᵀ` is invertible, a matrix `D` whose summed squared forces `D uₛ` do not
exceed zero is itself zero. -/
theorem eq_zero_of_sum_sq_le [DecidableEq n] {u : S → n → ℝ}
    (hU : IsUnit (crossMoment u u).det) {D : Matrix d n ℝ}
    (h : ∑ s, ∑ i, ((D *ᵥ u s) i) ^ 2 ≤ 0) : D = 0 := by
  have h0 : ∀ s, D *ᵥ u s = 0 := by
    intro s
    funext i
    have hs := (Finset.single_le_sum (f := fun i => ((D *ᵥ u s) i) ^ 2)
      (fun i _ => sq_nonneg _) (Finset.mem_univ i)).trans
      (Finset.single_le_sum (f := fun s => ∑ i, ((D *ᵥ u s) i) ^ 2)
        (fun s _ => Finset.sum_nonneg fun i _ => sq_nonneg _) (Finset.mem_univ s))
    exact (pow_eq_zero_iff two_ne_zero).mp (le_antisymm (hs.trans h) (sq_nonneg _))
  have h1 : D * crossMoment u u = 0 := by
    rw [← crossMoment_mulVec]
    ext i j
    simp [crossMoment, h0]
  calc D = D * crossMoment u u * (crossMoment u u)⁻¹ := by
        rw [Matrix.mul_assoc, Matrix.mul_nonsing_inv _ hU, Matrix.mul_one]
    _ = 0 := by rw [h1, Matrix.zero_mul]

/-- If `U = ∑ₛ uₛ uₛᵀ` is invertible, the force residuals of `A + B W U⁻¹`, with
`W = ∑ₛ wₛ uₛᵀ`, have zero cross moment with the displacements. -/
theorem normal_equation [DecidableEq n] (A : Matrix d n ℝ) (B : Matrix d m ℝ)
    {u : S → n → ℝ} (w : S → m → ℝ) (hU : IsUnit (crossMoment u u).det) :
    crossMoment (fun s => force A B u w s
      + (A + B * crossMoment w u * (crossMoment u u)⁻¹) *ᵥ u s) u = 0 := by
  have e : (fun s => force A B u w s
      + (A + B * crossMoment w u * (crossMoment u u)⁻¹) *ᵥ u s)
      = fun s => (B * crossMoment w u * (crossMoment u u)⁻¹) *ᵥ u s + (-B) *ᵥ w s := by
    funext s
    simp only [force, Matrix.add_mulVec, Matrix.neg_mulVec]
    abel
  have hadd : ∀ a b : S → d → ℝ, crossMoment (fun s => a s + b s) u
      = crossMoment a u + crossMoment b u := by
    intro a b
    ext i j
    simp [crossMoment, add_mul, Finset.sum_add_distrib]
  rw [e, hadd, crossMoment_mulVec _ u u, crossMoment_mulVec _ w u, Matrix.mul_assoc,
    Matrix.nonsing_inv_mul _ hU, Matrix.mul_one, Matrix.neg_mul, add_neg_cancel]

/-- If `U = ∑ₛ uₛ uₛᵀ` is invertible, the only least-squares fit of `-X uₛ` to the forces
`-(A uₛ + B wₛ)` is `X = A + B W U⁻¹`, with `W = ∑ₛ wₛ uₛᵀ`. -/
theorem isLeastSquaresFit_iff [DecidableEq n] (A : Matrix d n ℝ) (B : Matrix d m ℝ)
    {u : S → n → ℝ} (w : S → m → ℝ) (hU : IsUnit (crossMoment u u).det)
    (X : Matrix d n ℝ) :
    IsLeastSquaresFit (force A B u w) u X ↔
      X = A + B * crossMoment w u * (crossMoment u u)⁻¹ := by
  have hN := normal_equation A B w hU
  constructor
  · intro h
    have h1 := h (A + B * crossMoment w u * (crossMoment u u)⁻¹)
    have h2 := misfit_eq_add hN X
    exact sub_eq_zero.mp (eq_zero_of_sum_sq_le hU (by linarith))
  · intro hX Y
    rw [hX, misfit_eq_add hN Y]
    exact le_add_of_nonneg_right
      (Finset.sum_nonneg fun s _ => Finset.sum_nonneg fun i _ => sq_nonneg _)

/-- If `∑ₛ uₛ uₛᵀ` is invertible and there is at least one force component, fitting returns the
retained force constants `A` for every omitted `B` exactly when `∑ₛ wₛ uₛᵀ = 0`. -/
theorem unbiased_iff [DecidableEq n] [Nonempty d] (A : Matrix d n ℝ)
    {u : S → n → ℝ} (w : S → m → ℝ) (hU : IsUnit (crossMoment u u).det) :
    (∀ (B : Matrix d m ℝ) (X : Matrix d n ℝ),
      IsLeastSquaresFit (force A B u w) u X → X = A) ↔ crossMoment w u = 0 := by
  classical
  constructor
  · intro h
    obtain ⟨a⟩ := ‹Nonempty d›
    ext k j
    -- omitted force constants that respond to the feature `k` alone
    let B : Matrix d m ℝ := Matrix.of fun _ l => if l = k then 1 else 0
    have hB := h B _ ((isLeastSquaresFit_iff A B w hU _).2 rfl)
    have hz : B * crossMoment w u * (crossMoment u u)⁻¹ = 0 :=
      add_left_cancel (hB.trans (add_zero A).symm)
    have hBW : B * crossMoment w u = 0 := by
      calc B * crossMoment w u
          = B * crossMoment w u * (crossMoment u u)⁻¹ * crossMoment u u := by
            rw [Matrix.mul_assoc (B * crossMoment w u), Matrix.nonsing_inv_mul _ hU,
              Matrix.mul_one]
        _ = 0 := by rw [hz, Matrix.zero_mul]
    have hkj := congrFun (congrFun hBW a) j
    simpa [B, Matrix.mul_apply] using hkj
  · intro hW B X hX
    rw [isLeastSquaresFit_iff A B w hU, hW] at hX
    simpa using hX

/-- Let the samples be paired so that partners have opposite displacements and equal omitted
features. If `∑ₛ uₛ uₛᵀ` is invertible, the only least-squares fit is `A`. -/
theorem fit_of_inversion_pairs [DecidableEq n] (A : Matrix d n ℝ) (B : Matrix d m ℝ)
    {u : S → n → ℝ} {w : S → m → ℝ} (hU : IsUnit (crossMoment u u).det)
    (σ : Equiv.Perm S) (hu : ∀ s, u (σ s) = -u s) (hw : ∀ s, w (σ s) = w s)
    (X : Matrix d n ℝ) : IsLeastSquaresFit (force A B u w) u X ↔ X = A := by
  have hW : crossMoment w u = 0 := by
    ext k j
    have h : ∑ s, w s k * u s j = -∑ s, w s k * u s j := by
      calc ∑ s, w s k * u s j = ∑ s, w (σ s) k * u (σ s) j :=
            (Equiv.sum_comp σ (fun s => w s k * u s j)).symm
        _ = -∑ s, w s k * u s j := by simp [hu, hw]
    change ∑ s, w s k * u s j = 0
    linarith
  rw [isLeastSquaresFit_iff A B w hU, hW, Matrix.mul_zero, Matrix.zero_mul, add_zero]

/-- For one coordinate with force `-(k u + b u³)` and at least one nonzero displacement, the
least-squares harmonic force constant is `k + b ∑ u⁴ / ∑ u²`. -/
theorem harmonic_fit_of_cubic_force (u : S → ℝ) (hu : ∃ s, u s ≠ 0) (k b x : ℝ) :
    (∀ y : ℝ, ∑ s, (-(k * u s + b * u s ^ 3) + x * u s) ^ 2
      ≤ ∑ s, (-(k * u s + b * u s ^ 3) + y * u s) ^ 2) ↔
      x = k + b * (∑ s, u s ^ 4) / ∑ s, u s ^ 2 := by
  -- the misfit is a quadratic polynomial in the trial force constant
  have key : ∀ y : ℝ, ∑ s, (-(k * u s + b * u s ^ 3) + y * u s) ^ 2
      = (y - k) ^ 2 * (∑ s, u s ^ 2) - 2 * (y - k) * b * (∑ s, u s ^ 4)
        + b ^ 2 * ∑ s, u s ^ 6 := by
    intro y
    rw [Finset.mul_sum, Finset.mul_sum, Finset.mul_sum, ← Finset.sum_sub_distrib,
      ← Finset.sum_add_distrib]
    exact Finset.sum_congr rfl fun s _ => by ring
  have hP : 0 < ∑ s, u s ^ 2 := by
    obtain ⟨s, hs⟩ := hu
    exact Finset.sum_pos' (fun s _ => sq_nonneg _) ⟨s, Finset.mem_univ s, by positivity⟩
  simp only [key]
  clear key
  generalize (∑ s, u s ^ 2) = P at hP ⊢
  generalize (∑ s, u s ^ 4) = Q
  have ht : b * Q = b * Q / P * P := (div_mul_cancel₀ _ hP.ne').symm
  generalize b * Q / P = t at ht ⊢
  constructor
  · intro h
    have h1 := h (k + t)
    have h2 : P * (x - k - t) ^ 2 ≤ 0 := by
      linear_combination h1 + 2 * (x - k - t) * ht
    have h3 : (x - k - t) ^ 2 ≤ 0 :=
      le_of_not_gt fun hh => absurd (mul_pos hP hh) (not_lt_of_ge h2)
    have h4 := (pow_eq_zero_iff two_ne_zero).mp (le_antisymm h3 (sq_nonneg _))
    linarith
  · intro hx y
    subst hx
    have h1 := mul_nonneg hP.le (sq_nonneg (y - k - t))
    linear_combination h1 + 2 * (y - k - t) * ht

end ForceConstantFit
```

```lean
#print axioms ForceConstantFit.isLeastSquaresFit_iff
#print axioms ForceConstantFit.unbiased_iff
#print axioms ForceConstantFit.fit_of_inversion_pairs
#print axioms ForceConstantFit.harmonic_fit_of_cubic_force
```

```
'ForceConstantFit.isLeastSquaresFit_iff' depends on axioms: [propext, Classical.choice, Quot.sound]
'ForceConstantFit.unbiased_iff' depends on axioms: [propext, Classical.choice, Quot.sound]
'ForceConstantFit.fit_of_inversion_pairs' depends on axioms: [propext, Classical.choice, Quot.sound]
'ForceConstantFit.harmonic_fit_of_cubic_force' depends on axioms: [propext, Classical.choice, Quot.sound]
```

## From the lemmas to the fit

`crossMoment_mulVec` takes a constant matrix out of a cross moment by exchanging two finite sums. `normal_equation` uses it to show \(\sum_s r_su_s^T=0\), cancelling \(U^{-1}U\) with `Matrix.nonsing_inv_mul`.

`misfit_eq_add` is the expansion of the square: `expand` produces the three sums, and `cross` removes the middle one entry by entry. In `eq_zero_of_sum_sq_le`, each square is bounded by the whole sum, so every \(Du_s\) vanishes; multiplying \(DU=0\) by \(U^{-1}\) gives \(D=0\).

The main theorem combines these lemmas. In one direction, `linarith` compares the misfits of \(X\) and \(X_*\); in the other, the excess is a sum of squares. `unbiased_iff` then builds the selecting matrix `B` and reads off entry \((k,j)\) of \(W\).

The pair theorem relabels the sum with `Equiv.sum_comp`. The cubic theorem is proved directly: `key` expands the misfit, `t` stands for \(bQ/P\), and `linear_combination` completes the square.
